# Ensembles do not lower the ground-state energy of a finite Hermitian Hamiltonian

An energy is a real number, while ⟨ψ, Hψ⟩ and tr(ΓH) are computed in ℂ, so a statement about their infima has to fix how the two are related. Here an energy is a real number e that equals the complex expression exactly, and the infima are taken over sets of such e. No real part enters the definitions: a state with a non-real expectation value contributes nothing to the set, and Hermiticity of H ensures that every unit vector contributes.

The space is ℂ^m, with basis states labelled by a finite set `n` of m elements. In density functional theory on a finite lattice the labels are occupation patterns at fixed particle number, H is a fixed kinetic and interaction part plus a real one-body potential V, and the result says that for this finite matrix the ground-state energy E[V] is the same whether one minimises over wave functions or over ensembles. The theorems take H to be an arbitrary Hermitian matrix. They contain no density, no dependence on V, no particle statistics and no infinite-dimensional space.

```lean
import Mathlib

open Matrix
open scoped ComplexOrder

namespace EnsembleGroundEnergy

variable {n : Type*} [Fintype n] [DecidableEq n]
```

## States and energies

A vector ψ is a function `n → ℂ` with amplitudes ψ_j, and ⟨φ, ψ⟩ = Σ_j conj(φ_j) ψ_j is `star φ ⬝ᵥ ψ`, antilinear in the first slot. With `ComplexOrder` open, 0 ≤ z for complex z means that z is real and nonnegative. The operator |ψ⟩⟨ψ| has entries ψ_a conj(ψ_b) and is defined for any ψ, normalised or not.

```lean
/-- The operator `|ψ⟩⟨ψ|`. -/
def ketBra (ψ : n → ℂ) : Matrix n n ℂ := vecMulVec ψ (star ψ)
```

An ensemble is a density matrix Γ, positive semidefinite with tr Γ = 1. Mathlib's `PosSemidef` includes Γ† = Γ.

```lean
/-- A density matrix: positive semidefinite with unit trace. -/
def IsDensity (Γ : Matrix n n ℂ) : Prop := Γ.PosSemidef ∧ Γ.trace = 1
```

The pure energies and the ensemble energies are the sets

P(H) = { e ∈ ℝ : e = ⟨ψ, Hψ⟩ for some ψ with ⟨ψ, ψ⟩ = 1 }

```lean
/-- The real numbers of the form `⟨ψ, H ψ⟩` with `ψ` a unit vector. -/
def pureEnergies (H : Matrix n n ℂ) : Set ℝ :=
  {e | ∃ ψ : n → ℂ, star ψ ⬝ᵥ ψ = 1 ∧ (e : ℂ) = star ψ ⬝ᵥ H *ᵥ ψ}
```

D(H) = { e ∈ ℝ : e = tr(ΓH) for some density matrix Γ }

```lean
/-- The real numbers of the form `tr (Γ H)` with `Γ` a density matrix. -/
def ensembleEnergies (H : Matrix n n ℂ) : Set ℝ :=
  {e | ∃ Γ : Matrix n n ℂ, IsDensity Γ ∧ (e : ℂ) = (Γ * H).trace}
```

## Elementary identities

Term by term conj(ψ_j) ψ_j = |ψ_j|², so

⟨ψ, ψ⟩ = Σ_j |ψ_j|²

is real and nonnegative.

```lean
omit [DecidableEq n] in
/-- `⟨ψ, ψ⟩` is the sum of the squared moduli of the amplitudes. -/
theorem self_overlap (ψ : n → ℂ) : star ψ ⬝ᵥ ψ = ((∑ j, ‖ψ j‖ ^ 2 : ℝ) : ℂ) := by
  simp only [dotProduct, Pi.star_apply]
  push_cast
  exact Finset.sum_congr rfl fun j _ => Complex.conj_mul' (ψ j)
```

For H† = H the expectation value equals its own conjugate,

⟨ψ, Hψ⟩ = conj⟨Hψ, ψ⟩ = conj⟨ψ, H†ψ⟩ = conj⟨ψ, Hψ⟩,

and therefore equals its real part. The first `calc` line is the first equality, and the second line moves H across the inner product and uses `hH.eq`.

```lean
omit [DecidableEq n] in
/-- The expectation value of a Hermitian matrix equals its real part. -/
theorem expectation_real {H : Matrix n n ℂ} (hH : H.IsHermitian) (ψ : n → ℂ) :
    ((star ψ ⬝ᵥ H *ᵥ ψ).re : ℂ) = star ψ ⬝ᵥ H *ᵥ ψ := by
  have h : star ψ ⬝ᵥ H *ᵥ ψ = star (star ψ ⬝ᵥ H *ᵥ ψ) :=
    calc star ψ ⬝ᵥ H *ᵥ ψ = star (star (H *ᵥ ψ) ⬝ᵥ ψ) := Matrix.star_dotProduct _ _
      _ = star (star ψ ⬝ᵥ H *ᵥ ψ) := by
        rw [Matrix.star_mulVec, hH.eq, ← Matrix.dotProduct_mulVec]
  exact Complex.conj_eq_iff_re.mp h.symm
```

For any matrix K the trace against |ψ⟩⟨ψ| is an expectation value,

tr(|ψ⟩⟨ψ| K) = Σ_b Σ_a ψ_b conj(ψ_a) K_ab = Σ_a conj(ψ_a) Σ_b K_ab ψ_b = ⟨ψ, Kψ⟩,

and `Finset.sum_comm` is the exchange of the two sums.

```lean
omit [DecidableEq n] in
/-- `tr (|ψ⟩⟨ψ| K) = ⟨ψ, K ψ⟩` for every matrix `K`. -/
theorem trace_ketBra_mul (ψ : n → ℂ) (K : Matrix n n ℂ) :
    (ketBra ψ * K).trace = star ψ ⬝ᵥ K *ᵥ ψ := by
  simp only [ketBra, Matrix.trace, Matrix.diag_apply, Matrix.mul_apply, vecMulVec_apply,
    dotProduct, Matrix.mulVec, Finset.mul_sum]
  rw [Finset.sum_comm]
  exact Finset.sum_congr rfl fun a _ => Finset.sum_congr rfl fun b _ => by ring
```

## An ensemble as a sum of rank-one terms

A positive semidefinite Γ factorises as Γ = B†B with B square. Define vectors v_i, one for each i in `n`, with components (v_i)_a = conj(B_ia). Then

Γ_ab = Σ_i conj(B_ia) B_ib = Σ_i (v_i)_a conj((v_i)_b),

that is Γ = Σ_i |v_i⟩⟨v_i|. The v_i are not normalised, are not claimed to be orthogonal, and some may be zero. In the usual form, the weights are p_i = ⟨v_i, v_i⟩ with Σ_i p_i = tr Γ, the normalised states are φ_i = v_i/√p_i for p_i > 0, and Γ = Σ_i p_i |φ_i⟩⟨φ_i| over those i. The factor B comes from `CStarAlgebra.nonneg_iff_eq_star_mul_self`, where `star` on a matrix is the conjugate transpose.

```lean
open scoped MatrixOrder in
/-- Every positive semidefinite matrix is a sum of operators `|vᵢ⟩⟨vᵢ|`. -/
theorem exists_ketBra_sum {Γ : Matrix n n ℂ} (hΓ : Γ.PosSemidef) :
    ∃ v : n → n → ℂ, Γ = ∑ i, ketBra (v i) := by
  obtain ⟨B, hB⟩ := CStarAlgebra.nonneg_iff_eq_star_mul_self.mp hΓ.nonneg
  -- `Γ = B† B`; the vectors are the conjugated rows of `B`
  refine ⟨fun i a => star (B i a), ?_⟩
  rw [hB]
  ext a b
  simp only [ketBra, Matrix.sum_apply, Matrix.mul_apply, vecMulVec_apply, Matrix.star_apply,
    Pi.star_apply, star_star]
```

## The least pure energy

The unit sphere S = {ψ : ⟨ψ, ψ⟩ = 1} is closed, as the level set of a continuous function. It is bounded because

|ψ_i|² ≤ Σ_j |ψ_j|² = 1

for each i. The norm that Lean puts on `n → ℂ` is the largest modulus of an amplitude, so this inequality places S in the closed unit ball. In finite dimension S is then compact (`hc`). For m ≥ 1, the hypothesis `[Nonempty n]`, a basis vector lies in S (`hne`). The continuous function ψ ↦ Re⟨ψ, Hψ⟩ (`hf`) attains a minimum at some ψ₀ in S. By Hermiticity E = Re⟨ψ₀, Hψ₀⟩ equals ⟨ψ₀, Hψ₀⟩ and so belongs to P(H), and every e in P(H) is the real part of its own expectation value and so is at least E. `IsLeast` states both facts, membership and lower bound.

```lean
/-- On a nonzero space a Hermitian matrix has a least pure-state energy. -/
theorem exists_least_pure [Nonempty n] {H : Matrix n n ℂ} (hH : H.IsHermitian) :
    ∃ E, IsLeast (pureEnergies H) E := by
  -- the unit sphere is closed and bounded
  have hc : IsCompact {ψ : n → ℂ | star ψ ⬝ᵥ ψ = 1} := by
    apply Metric.isCompact_of_isClosed_isBounded
    · apply isClosed_eq _ continuous_const
      simp only [dotProduct, Pi.star_apply]
      fun_prop
    · apply (Metric.isBounded_closedBall (x := (0 : n → ℂ)) (r := 1)).subset
      intro ψ hψ
      rw [mem_closedBall_zero_iff, pi_norm_le_iff_of_nonneg zero_le_one]
      intro i
      have h0 : star ψ ⬝ᵥ ψ = 1 := hψ
      rw [self_overlap] at h0
      have h1 : ∑ j, ‖ψ j‖ ^ 2 = 1 := Complex.ofReal_eq_one.mp h0
      have h2 : ‖ψ i‖ ^ 2 ≤ ∑ j, ‖ψ j‖ ^ 2 :=
        Finset.single_le_sum (f := fun j => ‖ψ j‖ ^ 2) (fun j _ => sq_nonneg _)
          (Finset.mem_univ i)
      nlinarith [norm_nonneg (ψ i)]
  have hne : {ψ : n → ℂ | star ψ ⬝ᵥ ψ = 1}.Nonempty := by
    obtain ⟨i⟩ := ‹Nonempty n›
    refine ⟨Pi.single i 1, ?_⟩
    show star (Pi.single i (1 : ℂ) : n → ℂ) ⬝ᵥ Pi.single i 1 = 1
    rw [dotProduct_single]
    simp
  have hf : Continuous fun ψ : n → ℂ => (star ψ ⬝ᵥ H *ᵥ ψ).re := by
    simp only [dotProduct, Matrix.mulVec, Pi.star_apply]
    fun_prop
  obtain ⟨ψ₀, h₀, hmin⟩ := hc.exists_isMinOn hne hf.continuousOn
  refine ⟨(star ψ₀ ⬝ᵥ H *ᵥ ψ₀).re, ⟨ψ₀, h₀, expectation_real hH ψ₀⟩, ?_⟩
  rintro e ⟨ψ, hψ, he⟩
  have h : (star ψ₀ ⬝ᵥ H *ᵥ ψ₀).re ≤ (star ψ ⬝ᵥ H *ᵥ ψ).re := isMinOn_iff.mp hmin ψ hψ
  rwa [← he, Complex.ofReal_re] at h
```

## From unit vectors to the operator inequality

Let E be any lower bound of P(H), and write H − E for H − E·1, which is Hermitian since E is real (`herm`). For x = 0 the form ⟨x, (H − E)x⟩ vanishes. For x ≠ 0 put r = ⟨x, Hx⟩, which is real, s = ⟨x, x⟩ > 0 and c = 1/√s, so that c²s = 1. The vector cx is a unit vector with energy c²r (`hmem`), hence E ≤ c²r. Multiplying by s gives

E s ≤ c² r s = r,

which is `h1` followed by `h2`, and `h3` expands

⟨x, (H − E)x⟩ = r − E s ≥ 0.

```lean
/-- If `E` bounds the pure-state energies of a Hermitian `H` from below, then `H - E` is
positive semidefinite. -/
theorem shifted_posSemidef {H : Matrix n n ℂ} (hH : H.IsHermitian) {E : ℝ}
    (hE : E ∈ lowerBounds (pureEnergies H)) : (H - (E : ℂ) • (1 : Matrix n n ℂ)).PosSemidef := by
  have herm : (H - (E : ℂ) • (1 : Matrix n n ℂ)).IsHermitian := by
    show (H - (E : ℂ) • (1 : Matrix n n ℂ))ᴴ = _
    rw [conjTranspose_sub, conjTranspose_smul, conjTranspose_one, hH.eq, Complex.star_def,
      Complex.conj_ofReal]
  refine Matrix.PosSemidef.of_dotProduct_mulVec_nonneg herm fun x => ?_
  by_cases hx : x = 0
  · simp [hx]
  obtain ⟨r, hr⟩ : ∃ r : ℝ, star x ⬝ᵥ H *ᵥ x = r := ⟨_, (expectation_real hH x).symm⟩
  obtain ⟨s, hs0, hs⟩ : ∃ s : ℝ, 0 ≤ s ∧ star x ⬝ᵥ x = s :=
    ⟨_, Finset.sum_nonneg fun j _ => sq_nonneg _, self_overlap x⟩
  have hsne : s ≠ 0 := by
    rintro rfl
    exact hx (dotProduct_star_self_eq_zero.mp (hs.trans Complex.ofReal_zero))
  -- normalise `x` by a real factor `c`
  obtain ⟨c, hc⟩ : ∃ c : ℝ, c * (c * s) = 1 :=
    ⟨(√s)⁻¹, by rw [← mul_assoc, ← mul_inv, Real.mul_self_sqrt hs0, inv_mul_cancel₀ hsne]⟩
  have hstar : star ((c : ℂ) • x) = (c : ℂ) • star x := by
    ext i
    simp
  have hmem : c * (c * r) ∈ pureEnergies H := by
    refine ⟨(c : ℂ) • x, ?_, ?_⟩
    · rw [hstar, smul_dotProduct, dotProduct_smul, hs, smul_eq_mul, smul_eq_mul]
      exact_mod_cast hc
    · rw [hstar, Matrix.mulVec_smul, smul_dotProduct, dotProduct_smul, hr, smul_eq_mul,
        smul_eq_mul]
      push_cast
      rfl
  have h1 : E * s ≤ c * (c * r) * s := mul_le_mul_of_nonneg_right (hE hmem) hs0
  have h2 : c * (c * r) * s = r := by linear_combination r * hc
  have h3 : star x ⬝ᵥ (H - (E : ℂ) • (1 : Matrix n n ℂ)) *ᵥ x = ((r - E * s : ℝ) : ℂ) := by
    rw [Matrix.sub_mulVec, Matrix.smul_mulVec, Matrix.one_mulVec, dotProduct_sub,
      dotProduct_smul, hr, hs, smul_eq_mul]
    push_cast
    rfl
  rw [h3]
  exact Complex.zero_le_real.mpr (by linarith)
```

## The ensemble bound

If tr Γ = 1 and Γ = Σ_i |v_i⟩⟨v_i|, linearity of the trace and the rank-one formula give

tr(ΓH) − E = tr(Γ(H − E)) = Σ_i ⟨v_i, (H − E)v_i⟩.

The identity is algebraic, and the lemma holds for any matrix H and any complex E. In normalised form the right side is Σ_i p_i (⟨φ_i, Hφ_i⟩ − E).

```lean
/-- For a trace-one `Γ = ∑ᵢ |vᵢ⟩⟨vᵢ|`, the excess energy `tr (Γ H) - E` is
`∑ᵢ ⟨vᵢ, (H - E) vᵢ⟩`. -/
theorem excess_energy (H : Matrix n n ℂ) (E : ℂ) {Γ : Matrix n n ℂ} (h1 : Γ.trace = 1)
    {v : n → n → ℂ} (hv : Γ = ∑ i, ketBra (v i)) :
    (Γ * H).trace - E = ∑ i, star (v i) ⬝ᵥ (H - E • (1 : Matrix n n ℂ)) *ᵥ v i :=
  calc (Γ * H).trace - E = (Γ * (H - E • (1 : Matrix n n ℂ))).trace := by
        rw [Matrix.mul_sub, Matrix.mul_smul, Matrix.mul_one, trace_sub, trace_smul, h1,
          smul_eq_mul, mul_one]
    _ = _ := by
        rw [hv, Finset.sum_mul, trace_sum]
        exact Finset.sum_congr rfl fun i _ => trace_ketBra_mul _ _
```

Now let E be the least element of P(H), attained at a unit vector ψ. The matrix |ψ⟩⟨ψ| is positive semidefinite, its trace is ⟨ψ, ψ⟩ = 1 (the rank-one formula with K = 1), and its energy is ⟨ψ, Hψ⟩ = E, so E belongs to D(H). For any e = tr(ΓH) in D(H), every term of the sum above is nonnegative because H − E ≥ 0, so e ≥ E.

```lean
/-- The least pure-state energy of a Hermitian `H` is also its least ensemble energy. -/
theorem least_ensemble_of_least_pure {H : Matrix n n ℂ} (hH : H.IsHermitian) {E : ℝ}
    (hE : IsLeast (pureEnergies H) E) : IsLeast (ensembleEnergies H) E := by
  constructor
  · -- the projector on the minimising vector attains `E`
    obtain ⟨ψ, hψ, he⟩ := hE.1
    refine ⟨ketBra ψ, ⟨Matrix.posSemidef_vecMulVec_self_star ψ, ?_⟩, ?_⟩
    · have h := trace_ketBra_mul ψ 1
      rwa [Matrix.mul_one, Matrix.one_mulVec, hψ] at h
    · rw [trace_ketBra_mul, he]
  · rintro e ⟨Γ, hΓ, he⟩
    obtain ⟨v, hv⟩ := exists_ketBra_sum hΓ.1
    have h : (0 : ℂ) ≤ (Γ * H).trace - E := by
      rw [excess_energy H E hΓ.2 hv]
      exact Finset.sum_nonneg fun i _ =>
        (shifted_posSemidef hH hE.2).dotProduct_mulVec_nonneg _
    rw [← he, ← Complex.ofReal_sub, Complex.zero_le_real] at h
    linarith
```

## The two infima

In words: for a Hermitian H on ℂ^m with m ≥ 1,

inf D(H) = inf P(H),

and this number is the least element of P(H) and of D(H), so a unit vector and a density matrix attain it. The two `IsLeast` clauses matter because Mathlib's `sInf` returns 0 on a set of reals that is empty or unbounded below, and the clauses exclude both cases. The proof takes E from the compactness step, carries it to D(H), and replaces each infimum by E through `csInf_eq`. For m = 1 and H = (h) with h real, both sets are {h}.

```lean
/-- For Hermitian `H` on a nonzero space, the infimum of `tr (Γ H)` over density matrices
equals the infimum of `⟨ψ, H ψ⟩` over unit vectors, and it is the least element of both sets. -/
theorem ensemble_inf_eq_pure_inf [Nonempty n] {H : Matrix n n ℂ} (hH : H.IsHermitian) :
    sInf (ensembleEnergies H) = sInf (pureEnergies H) ∧
      IsLeast (pureEnergies H) (sInf (pureEnergies H)) ∧
      IsLeast (ensembleEnergies H) (sInf (pureEnergies H)) := by
  obtain ⟨E, hE⟩ := exists_least_pure hH
  have hE' := least_ensemble_of_least_pure hH hE
  rw [hE.csInf_eq, hE'.csInf_eq]
  exact ⟨rfl, hE, hE'⟩
```

## Which ensembles reach the minimum

With E the least pure energy and Γ a density matrix,

tr(ΓH) = E ⇔ HΓ = EΓ.

The right side says that each column of Γ is annihilated by H − E. No nonemptiness hypothesis appears, since `hE` already supplies a unit vector. Suppose tr(ΓH) = E. Then Σ_i ⟨v_i, (H − E)v_i⟩ = 0 with nonnegative terms, so each term vanishes (`hz`). A positive semidefinite K = C†C has ⟨v, Kv⟩ = ⟨Cv, Cv⟩, so ⟨v, Kv⟩ = 0 forces Cv = 0 and Kv = 0; the proof takes this from `dotProduct_mulVec_zero_iff`. Therefore

(H − E)Γ = Σ_i |(H − E)v_i⟩⟨v_i| = 0,

which is `hKΓ`, checked entry by entry. Conversely, HΓ = EΓ gives

tr(ΓH) = tr(HΓ) = E tr Γ = E.

```lean
/-- With `E` the least pure-state energy of a Hermitian `H`, a density matrix has
`tr (Γ H) = E` exactly when `H Γ = E Γ`. -/
theorem ensemble_minimizer_iff {H : Matrix n n ℂ} (hH : H.IsHermitian) {E : ℝ}
    (hE : IsLeast (pureEnergies H) E) {Γ : Matrix n n ℂ} (hΓ : IsDensity Γ) :
    (Γ * H).trace = E ↔ H * Γ = (E : ℂ) • Γ := by
  constructor
  · intro h
    obtain ⟨v, hv⟩ := exists_ketBra_sum hΓ.1
    have hK := shifted_posSemidef hH hE.2
    have hsum := excess_energy H E hΓ.2 hv
    rw [h, sub_self] at hsum
    -- a vanishing sum of nonnegative terms: `H - E` annihilates each `vᵢ`
    have hz := (Finset.sum_eq_zero_iff_of_nonneg
      (fun i _ => hK.dotProduct_mulVec_nonneg (v i))).mp hsum.symm
    have hKΓ : (H - (E : ℂ) • (1 : Matrix n n ℂ)) * Γ = 0 := by
      rw [hv, Finset.mul_sum]
      refine Finset.sum_eq_zero fun i hi => ?_
      have hvi := (hK.dotProduct_mulVec_zero_iff (v i)).mp (hz i hi)
      ext a b
      have ha := congrFun hvi a
      simp only [Matrix.mulVec, dotProduct, Pi.zero_apply] at ha
      simp only [ketBra, Matrix.mul_apply, vecMulVec_apply, Matrix.zero_apply, ← mul_assoc]
      rw [← Finset.sum_mul, ha, zero_mul]
    rwa [Matrix.sub_mul, Matrix.smul_mul, Matrix.one_mul, sub_eq_zero] at hKΓ
  · intro h
    rw [Matrix.trace_mul_comm, h, trace_smul, hΓ.2, smul_eq_mul, mul_one]

end EnsembleGroundEnergy
```

```lean
#print axioms EnsembleGroundEnergy.least_ensemble_of_least_pure
#print axioms EnsembleGroundEnergy.ensemble_inf_eq_pure_inf
#print axioms EnsembleGroundEnergy.ensemble_minimizer_iff
```

```
'EnsembleGroundEnergy.least_ensemble_of_least_pure' depends on axioms: [propext, Classical.choice, Quot.sound]
'EnsembleGroundEnergy.ensemble_inf_eq_pure_inf' depends on axioms: [propext, Classical.choice, Quot.sound]
'EnsembleGroundEnergy.ensemble_minimizer_iff' depends on axioms: [propext, Classical.choice, Quot.sound]
```

## Removing a hypothesis

The examples and the numerical remarks that follow are worked on paper and are not among the theorems above.

Without positivity of Γ the bound fails. For H = diag(0, 1) the least pure energy is 0, while Γ = diag(1 + t, −t) with t > 0 is Hermitian, has trace one and gives tr(ΓH) = −t, which is unbounded below. Without the trace condition, H = (−1) on ℂ¹ has E = −1 and Γ = (2) gives −2.

Without Hermiticity the minimum may not exist: for the 1×1 matrix whose entry is the imaginary unit, no expectation value in a normalised state is real, and P(H) and D(H) are empty. The description of the minimisers also fails. Label two basis states 1 and 2 and let H₁₂ = 1 be the only nonzero entry. Then ⟨ψ, Hψ⟩ = conj(ψ₁) ψ₂ has modulus at most 1/2 on unit vectors, and the least real value E = −1/2 is reached at ψ = (1, −1)/√2. The projector Γ = |ψ⟩⟨ψ| has tr(ΓH) = E, but Hψ = (−1, 0)/√2 differs from Eψ = (−1, 1)/(2√2), so HΓ ≠ EΓ.

## In a calculation

In exact diagonalisation of a small lattice, a degenerate ground level yields orthonormal vectors φ_1, …, φ_g with Hφ_k = Eφ_k. Any Γ = Σ_k p_k |φ_k⟩⟨φ_k| with p_k ≥ 0 and Σ_k p_k = 1 satisfies HΓ = EΓ, so all these ensembles share the energy E although their site densities can differ. The lowest eigenvalue of H is the least pure energy E (a standard fact, not among the theorems above), and for a Γ already known to be a density matrix the residual HΓ − EΓ vanishes exactly when Γ is a ground ensemble. The residual does not check positivity or the trace (Γ = 0 has zero residual). A small nonzero residual makes the excess energy tr(ΓH) − E = tr(HΓ − EΓ) small but need not place Γ near any ground ensemble: for H = diag(0, ε) with small ε > 0 and Γ = diag(0, 1) the residual is diag(0, ε), although Γ is the excited state. The factorisation also serves as a parametrisation: for any nonzero square matrix B, the matrix Γ = B†B / tr(B†B) is a density matrix, and its energy tr(BHB†)/tr(BB†) can be minimised over B without constraints.
